# In finite dimensions, every nonzero complex perturbation drives some excitation exactly when the real transition vectors span the real space

Each excitation k has a real transition vector r_k with finitely many components, and a complex perturbation v drives it with amplitude ∑ᵢ r_k(i) v(i). The lemma says that v = 0 is the only perturbation for which all these amplitudes vanish if and only if the r_k span the whole real vector space. The transition vectors are arbitrary: they need not be normalised or derived from a Hamiltonian, and the set of excitations need not be finite. In the forward direction, the attempt supposes that the span is proper and turns a nonzero real functional vanishing on it into an undriven perturbation. In the converse, it extends the vanishing of the amplitudes linearly to every real vector, then takes the unit vectors to read off each component of v.

This version doesn't compile in Lean 4 with Mathlib:

```lean
import Mathlib

open Matrix

namespace AmplitudesSeparateIff

noncomputable section

variable {K L n : Type*} [Fintype K] [Fintype L] [Fintype n] [DecidableEq n]

/-- The amplitude `r_k · v` with which the perturbation `v` drives the excitation `k`. -/
def amplitude (r : K → n → ℝ) (k : K) (v : n → ℂ) : ℂ :=
  ∑ i, (r k i : ℂ) * v i

omit [Fintype K] in
/-- Every nonzero complex perturbation drives at least one excitation exactly when the
transition vectors span the real space. -/
theorem amplitudes_separate_iff (r : K → n → ℝ) :
    (∀ v : n → ℂ, (∀ k, amplitude r k v = 0) → v = 0) ↔
      Submodule.span ℝ (Set.range r) = ⊤ := by
  constructor
  · intro h
    by_contra hspan
    -- a functional that vanishes on the span is an undriven perturbation
    obtain ⟨f, hf, hle⟩ := Submodule.exists_le_ker_of_lt_top _ (lt_top_iff_ne_top.2 hspan)
    have hu := h (fun i => ((f (fun j => if i = j then 1 else 0) : ℝ) : ℂ)) (by
      intro k
      have hk : f (r k) = 0 := LinearMap.mem_ker.1 (hle (Submodule.subset_span ⟨k, rfl⟩))
      rw [LinearMap.pi_apply_eq_sum_univ f (r k)] at hk
      have hc := congrArg (fun x : ℝ => (x : ℂ)) hk
      simpa only [amplitude, smul_eq_mul, Complex.ofReal_sum, Complex.ofReal_mul,
        Complex.ofReal_zero] using hc)
    apply hf
    refine LinearMap.ext fun x => ?_
    rw [LinearMap.pi_apply_eq_sum_univ f x, LinearMap.zero_apply]
    refine Finset.sum_eq_zero fun i _ => ?_
    rw [Complex.ofReal_eq_zero.1 (congrFun hu i), smul_zero]
  · intro hspan v hv
    -- the vanishing amplitudes extend linearly to every real vector
    have hall : ∀ x ∈ Submodule.span ℝ (Set.range r), ∑ i, (x i : ℂ) * v i = 0 := by
      intro x hx
      induction hx using Submodule.span_induction with
      | mem x hx =>
        obtain ⟨k, rfl⟩ := hx
        exact hv k
      | zero => simp
      | add x y _ _ hx hy =>
        simp only [Pi.add_apply, Complex.ofReal_add, add_mul, Finset.sum_add_distrib, hx, hy,
          add_zero]
      | smul a x _ hx =>
        simp only [Pi.smul_apply, smul_eq_mul, Complex.ofReal_mul, mul_assoc]
        rw [← Finset.mul_sum, hx, mul_zero]
    ext i
    have hi := hall (Pi.single i 1) (hspan ▸ Submodule.mem_top)
    simpa [Pi.single_apply] using hi

end

end AmplitudesSeparateIff
```

Compiling this gives:

```
Main.lean:55:4: error: Type mismatch: After simplification, term
  hi
 has type
  ∑ x, ↑(if x = i then 1 else 0) * v x = 0
but is expected to have type
  v i = 0
```

Lean accepts the file once it reads:

```diff
@@ -53,5 +53,12 @@
     ext i
     have hi := hall (Pi.single i 1) (hspan ▸ Submodule.mem_top)
-    simpa [Pi.single_apply] using hi
+    have hsum : ∑ j, (((Pi.single i 1 : n → ℝ) j : ℝ) : ℂ) * v j = v i := by
+      rw [Finset.sum_eq_single i]
+      · simp
+      · intro j _ hj
+        simp [hj]
+      · intro h
+        exact absurd (Finset.mem_univ i) h
+    exact hsum.symm.trans hi
 
 end
```

Cause. The error is in the last step of the converse. There `hi` says that the sum for the unit vector `Pi.single i 1` vanishes, and the goal is `v i = 0`. Mathematically the sum is just `v i`, but `simpa` did not reduce it to that.

Unfolding with `Pi.single_apply` turned the unit vector's entries into `if x = i then 1 else 0`, a real number still inside the cast to ℂ and multiplied by `v x`. The simplifier did not move the cast and the product into the branches of the `if`, so the summand never took the form of a bare `if` that the lemmas for collapsing such sums require.

The repair proves the collapse separately, as `hsum`. `Finset.sum_eq_single i` reduces the sum to its term at `i`, leaving three goals: that term equals `v i`, every other term is zero, and the case where `i` is missing from the index set, which is impossible. In the first two, `simp` can evaluate the unit vector's entry outright, as 1 or, using `hj`, as 0. Chaining `hsum.symm` with `hi` then gives `v i = 0`.
